# A spanning criterion for the extreme points of a chemical-potential stability region

Let $n$ be a finite set of labels for the chemical species, and let $x\in\mathbb R^n$ collect their chemical potentials. Each competing phase $i\in\iota$ has a composition vector $a_i\in\mathbb R^n$, the numbers of atoms per formula unit, and an energy $b_i\in\mathbb R$ per formula unit, measured from the same references as $x$. The phase does not precipitate as long as $a_i\cdot x\le b_i$. In Lean, `n` and `ι` are types, `x : n → ℝ` is the vector, and `⬝ᵥ` is the dot product.

```lean
import Mathlib

open Matrix Topology

namespace StabilityPolytope

variable {ι n : Type*} [Fintype n]
```

The stability region is $P=\{x : a_i\cdot x\le b_i \text{ for all } i\}$.

```lean
/-- The chemical potentials `x` that obey the bound `a i ⬝ᵥ x ≤ b i` of every competing
phase `i`, with composition vector `a i` and energy `b i`. -/
def stabilityRegion (a : ι → n → ℝ) (b : ι → ℝ) : Set (n → ℝ) :=
  {x | ∀ i, a i ⬝ᵥ x ≤ b i}
```

The entries of $a_i$ and $b_i$ may be any real numbers. Stability of the host compound, an equality $a\cdot x=b$, therefore enters as two bounds, with data $(a,b)$ and $(-a,-b)$. The energies are fixed inputs.

A bound is active at $x$ if it is an equality there. The active normals are the vectors $a_i$ of the active bounds.

```lean
/-- The composition vectors of the phases whose bound is an equality at `x`. -/
def activeNormals (a : ι → n → ℝ) (b : ι → ℝ) (x : n → ℝ) : Set (n → ℝ) :=
  a '' {i | a i ⬝ᵥ x = b i}
```

A point $x\in P$ is extreme if $x=sy+tz$, with $y,z\in P$, $s,t>0$ and $s+t=1$, forces $y=x$. Exchanging $y$ and $z$ then gives $z=x$ as well. Parts (b), (d), (e), (f) and (g) assume finitely many phases (`[Finite ι]`), which excludes a continuous family of competing solid solutions.

## (a) Spanning and orthogonality

Show that for any set $S\subseteq\mathbb R^n$
$$\operatorname{span}S=\mathbb R^n\iff\bigl(\forall d:\ (v\cdot d=0\ \text{for all } v\in S)\Rightarrow d=0\bigr).$$

**Solution.** Suppose $S$ spans and $d$ is orthogonal to $S$. By linearity $d$ is orthogonal to every combination of elements of $S$, hence to itself. So $d\cdot d=0$ and $d=0$.

Conversely, suppose that the span is a proper subspace. Some nonzero linear functional $f$ vanishes on it. With $d_i=f(e_i)$, where $e_i$ are the unit vectors, $f(v)=v\cdot d$. Then $d$ is orthogonal to $S$, so $d=0$ and $f=0$, a contradiction.

In the code, `Submodule.span_induction` carries out the linearity step, and `Submodule.exists_le_ker_of_lt_top` supplies $f$.

```lean
/-- A set of composition vectors spans the whole space exactly when the only change of the
chemical potentials orthogonal to all of them is zero. -/
theorem span_eq_top_iff_orthogonal (S : Set (n → ℝ)) :
    Submodule.span ℝ S = ⊤ ↔ ∀ d : n → ℝ, (∀ v ∈ S, v ⬝ᵥ d = 0) → d = 0 := by
  classical
  constructor
  · intro hS d hd
    have key : ∀ v ∈ Submodule.span ℝ S, v ⬝ᵥ d = 0 := by
      intro v hv
      induction hv using Submodule.span_induction with
      | mem v hv => exact hd v hv
      | zero => exact zero_dotProduct d
      | add u v _ _ hu hv => rw [add_dotProduct, hu, hv, add_zero]
      | smul c v _ hv => rw [smul_dotProduct, hv, smul_zero]
    exact dotProduct_self_eq_zero.mp (key d (by rw [hS]; exact Submodule.mem_top))
  · intro h
    by_contra hS
    -- a proper subspace is annihilated by a nonzero linear functional
    obtain ⟨f, hf, hker⟩ := Submodule.exists_le_ker_of_lt_top _ (lt_top_iff_ne_top.mpr hS)
    let d : n → ℝ := fun i => f (fun j => if i = j then 1 else 0)
    have hfd : ∀ v, f v = v ⬝ᵥ d := fun v => LinearMap.pi_apply_eq_sum_univ f v
    have hd : d = 0 := h d fun v hv => by
      rw [← hfd]
      exact LinearMap.mem_ker.mp (hker (Submodule.subset_span hv))
    apply hf
    refine LinearMap.ext fun v => ?_
    rw [hfd, hd, dotProduct_zero, LinearMap.zero_apply]
```

## (b) Room to move

Let $x\in P$ and let $d$ be orthogonal to all active normals at $x$. Show that there is $\varepsilon>0$ with
$$x+td\in P\quad\text{whenever } |t|<\varepsilon.$$

**Solution.** For an active bound, $a_i\cdot(x+td)=b_i$ for every $t$. An inactive bound has slack $b_i-a_i\cdot x>0$. It survives for all $t$ if $a_i\cdot d=0$, and otherwise for $|t|<(b_i-a_i\cdot x)/|a_i\cdot d|$. Finitely many positive limits have a positive minimum; if there are none, any $\varepsilon>0$ will do.

Lean replaces the explicit limits by continuity at $t=0$, and `Filter.eventually_all` combines the finitely many conditions.

```lean
/-- From a point of the region one can move a finite distance both ways along any direction
orthogonal to the active composition vectors without leaving the region. -/
theorem exists_room [Finite ι] {a : ι → n → ℝ} {b : ι → ℝ} {x d : n → ℝ}
    (hx : x ∈ stabilityRegion a b) (hd : ∀ v ∈ activeNormals a b x, v ⬝ᵥ d = 0) :
    ∃ ε > 0, ∀ t : ℝ, |t| < ε → x + t • d ∈ stabilityRegion a b := by
  have h : ∀ i, ∀ᶠ t in 𝓝 (0 : ℝ), a i ⬝ᵥ x + t * (a i ⬝ᵥ d) ≤ b i := by
    intro i
    rcases (hx i).lt_or_eq with hlt | heq
    · have hc : Continuous fun t : ℝ => a i ⬝ᵥ x + t * (a i ⬝ᵥ d) := by fun_prop
      have hm : {t : ℝ | a i ⬝ᵥ x + t * (a i ⬝ᵥ d) < b i} ∈ 𝓝 (0 : ℝ) :=
        (isOpen_lt hc continuous_const).mem_nhds (by simpa using hlt)
      filter_upwards [hm] with t ht
      exact le_of_lt ht
    · have h0 : a i ⬝ᵥ d = 0 := hd _ ⟨i, heq, rfl⟩
      exact Filter.Eventually.of_forall fun t => by rw [h0, mul_zero, add_zero, heq]
  -- finitely many bounds share a common step length
  obtain ⟨ε, hε, hball⟩ := Metric.eventually_nhds_iff.mp (Filter.eventually_all.mpr h)
  refine ⟨ε, hε, fun t ht i => ?_⟩
  have := hball (y := t) (by simpa [Real.dist_eq] using ht) i
  simpa only [dotProduct_add, dotProduct_smul, smul_eq_mul] using this
```

## (c) A mean that reaches its bound

Let $s,t>0$, $s+t=1$, $p\le c$ and $r\le c$. Show that
$$c\le sp+tr\ \Rightarrow\ p=c.$$

**Solution.** If $p<c$, then $c-(sp+tr)=s(c-p)+t(c-r)>0$, which contradicts the assumption. The terms `h1` and `h2` are these two contributions, and `linarith` adds them.

```lean
/-- If a mean, with positive weights, of two numbers that are at most `c` is at least `c`, the first
number is `c`. -/
theorem eq_of_mean_reaches_bound {s t p r c : ℝ} (hs : 0 < s) (ht : 0 < t) (hst : s + t = 1)
    (hp : p ≤ c) (hr : r ≤ c) (h : c ≤ s * p + t * r) : p = c := by
  by_contra hne
  have h1 : 0 < s * (c - p) := mul_pos hs (sub_pos.mpr (lt_of_le_of_ne hp hne))
  have h2 : 0 ≤ t * (c - r) := mul_nonneg ht.le (sub_nonneg.mpr hr)
  have h3 : s * c + t * c = c := by rw [← add_mul, hst, one_mul]
  linarith
```

## (d) Extreme points and active normals

For $x\in P$, show that
$$x\text{ is extreme}\iff\operatorname{span}\{a_i : a_i\cdot x=b_i\}=\mathbb R^n.$$

**Solution.** By (a), the right-hand side says that only $d=0$ is orthogonal to all active normals.

Let $x$ be extreme and $d$ such a direction. With $\varepsilon$ from (b), both $x\pm\tfrac{\varepsilon}{2}d$ lie in $P$, and $x$ is their midpoint. Extremality gives $x+\tfrac{\varepsilon}{2}d=x$, so $d=0$.

Conversely, let the active normals span and let $x=sy+tz$ as in the definition. For an active bound, $b_i=s\,(a_i\cdot y)+t\,(a_i\cdot z)$ with both products at most $b_i$. By (c), $a_i\cdot y=b_i$, so $a_i\cdot(y-x)=0$. This holds for every active normal, hence $y=x$.

The hypothesis `hx` is $x\in P$; `hmid` is the midpoint step, and `hyi` is the application of (c).

```lean
/-- A point of the stability region is an extreme point exactly when the composition vectors
of the phases whose bounds are equalities there span the space of chemical potentials. -/
theorem extreme_iff_active_span [Finite ι] {a : ι → n → ℝ} {b : ι → ℝ} {x : n → ℝ}
    (hx : x ∈ stabilityRegion a b) :
    x ∈ (stabilityRegion a b).extremePoints ℝ ↔
      Submodule.span ℝ (activeNormals a b x) = ⊤ := by
  rw [span_eq_top_iff_orthogonal, mem_extremePoints_iff_left]
  constructor
  · rintro ⟨_, hext⟩ d hd
    obtain ⟨ε, hε, hroom⟩ := exists_room hx hd
    have habs : |ε / 2| < ε := by rw [abs_of_pos (half_pos hε)]; exact half_lt_self hε
    -- x is the midpoint of two displaced points of the region
    have hmid := hext (x + (ε / 2) • d) (hroom _ habs) (x + (-(ε / 2)) • d)
      (hroom _ (by rwa [abs_neg]))
      ⟨1 / 2, 1 / 2, by norm_num, by norm_num, by norm_num, by module⟩
    exact (smul_eq_zero.mp (add_eq_left.mp hmid)).resolve_left (half_pos hε).ne'
  · intro h
    refine ⟨hx, fun y hy z hz ⟨s, t, hs, ht, hst, hxyz⟩ => sub_eq_zero.mp (h _ ?_)⟩
    rintro _ ⟨i, hi, rfl⟩
    have hi' : a i ⬝ᵥ x = b i := hi
    have hdot : a i ⬝ᵥ x = s * (a i ⬝ᵥ y) + t * (a i ⬝ᵥ z) := by
      rw [← hxyz]
      simp only [dotProduct_add, dotProduct_smul, smul_eq_mul]
    -- an active bound is also an equality at y
    have hyi := eq_of_mean_reaches_bound hs ht hst (hy i) (hz i) (by linarith)
    rw [dotProduct_sub, hyi, hi', sub_self]
```

## (e) Square systems

For $x\in P$, show that $x$ is extreme if and only if there is a choice of phases $s:n\to\iota$ with
$$a_{s(k)}\cdot x=b_{s(k)}\ \text{for all } k\in n,\qquad \det M\ne0,$$
where $M$ has the rows $a_{s(k)}$.

**Solution.** If $x$ is extreme, the active normals span by (d), so they contain a basis. It has one element for each $k\in n$; let $s(k)$ be an active phase with that normal. If $\det M=0$, some $v\ne0$ has $Mv=0$. Then $v$ is orthogonal to a basis, which contradicts (a).

Conversely, let $\det M\neq0$. A direction $d$ orthogonal to all active normals satisfies $Md=0$, so $d=0$. By (a) the active normals span, and by (d) $x$ is extreme.

For a finite list of phases with fixed energies, this justifies vertex enumeration: solve every nonsingular square system of bounds taken as equalities, and keep the solutions that lie in $P$.

```lean
/-- A point of the region is an extreme point exactly when it solves a square system of active
bounds, one per chemical potential, with nonzero determinant. -/
theorem extreme_iff_square_system [Finite ι] [DecidableEq n] {a : ι → n → ℝ} {b : ι → ℝ}
    {x : n → ℝ} (hx : x ∈ stabilityRegion a b) :
    x ∈ (stabilityRegion a b).extremePoints ℝ ↔
      ∃ s : n → ι, (∀ k, a (s k) ⬝ᵥ x = b (s k)) ∧
        (Matrix.of fun k => a (s k)).det ≠ 0 := by
  rw [extreme_iff_active_span hx]
  constructor
  · intro hspan
    -- extract a basis from the active composition vectors
    obtain ⟨T, hTS, hT, hli⟩ := exists_linearIndependent ℝ (activeNormals a b x)
    rw [hspan] at hT
    let B := Module.Basis.mk hli (by rw [Subtype.range_coe, hT])
    let e := (Pi.basisFun ℝ n).indexEquiv B
    choose s hs hse using fun k => hTS (e k).2
    refine ⟨s, hs, fun hdet => ?_⟩
    obtain ⟨v, hv, hMv⟩ := Matrix.exists_mulVec_eq_zero_iff.mpr hdet
    refine hv ((span_eq_top_iff_orthogonal T).mp hT v fun w hw => ?_)
    have hk : a (s (e.symm ⟨w, hw⟩)) = w := by rw [hse, Equiv.apply_symm_apply]
    rw [← hk]
    exact congrFun hMv (e.symm ⟨w, hw⟩)
  · rintro ⟨s, hs, hdet⟩
    rw [span_eq_top_iff_orthogonal]
    intro d hd
    by_contra hne
    exact hdet (Matrix.exists_mulVec_eq_zero_iff.mp
      ⟨d, hne, funext fun k => hd _ ⟨s k, hs k, rfl⟩⟩)
```

## (f) Active bounds fix the vertex

Let $x$ be extreme and $y\in\mathbb R^n$, not necessarily in $P$. Show that
$$\bigl(a_i\cdot x=b_i\Rightarrow a_i\cdot y=b_i\ \text{for all } i\bigr)\ \Rightarrow\ y=x.$$

**Solution.** For every active normal at $x$, $a_i\cdot(y-x)=b_i-b_i=0$. These normals span by (d), so $y-x=0$ by (a).

```lean
/-- A point at which all active bounds of an extreme point `x` are equalities is `x`. -/
theorem eq_of_active [Finite ι] {a : ι → n → ℝ} {b : ι → ℝ} {x y : n → ℝ}
    (hx : x ∈ (stabilityRegion a b).extremePoints ℝ)
    (h : ∀ i, a i ⬝ᵥ x = b i → a i ⬝ᵥ y = b i) : y = x := by
  have hspan := (extreme_iff_active_span (extremePoints_subset hx)).mp hx
  refine sub_eq_zero.mp ((span_eq_top_iff_orthogonal _).mp hspan _ ?_)
  rintro _ ⟨i, hi, rfl⟩
  have hi' : a i ⬝ᵥ x = b i := hi
  rw [dotProduct_sub, h i hi', hi', sub_self]
```

## (g) Counting vertices

Show that
$$\{x\in P : x\text{ is extreme}\}\ \text{is finite}.$$

**Solution.** Send each extreme point to its set of active phases. By (f), two extreme points with the same set coincide, and a finite $\iota$ has finitely many subsets. `Set.Finite.of_finite_image` is this argument.

```lean
/-- A stability region bounded by finitely many phases has finitely many extreme points. -/
theorem finite_extremePoints [Finite ι] (a : ι → n → ℝ) (b : ι → ℝ) :
    ((stabilityRegion a b).extremePoints ℝ).Finite := by
  refine Set.Finite.of_finite_image (f := fun x => {i | a i ⬝ᵥ x = b i}) (Set.toFinite _) ?_
  intro x _ y hy hxy
  exact eq_of_active hy fun i hi => (Set.ext_iff.mp hxy i).mpr hi
```

## (h) The lowest formation energy

Let $P$ be nonempty and compact, $E\in\mathbb R$ and $q\in\mathbb R^n$. Show that some extreme point $v$ satisfies
$$E+q\cdot v\le E+q\cdot y\quad\text{for all } y\in P.$$

For a defect at fixed charge state and Fermi level, $E$ holds the terms independent of $x$, and $q$ holds minus the numbers of atoms added; it is not the charge. Compactness, assumed here, means that the bounds confine every chemical potential from above and below. For a dopant element absent from the host this fails unless a lower bound is added, since the competing phases limit its chemical potential only from above.

**Solution.** By continuity $q\cdot x$ has a minimiser $m\in P$. The set $F=\{y\in P : q\cdot y\le q\cdot m\}$ is compact and nonempty, so it has a point $v$ of largest Euclidean norm. If $v=sy+tz$ with $y,z\in F$, then
$$|v|^2=s|y|^2+t|z|^2-st|y-z|^2\le|v|^2-st|y-z|^2,$$
so $y=z=v$, and $v$ is extreme in $F$.

It is also extreme in $P$. If $v=sy+tz$ with $y,z\in P$, then $q\cdot y$ and $q\cdot z$ are at least $q\cdot m$, while their weighted mean is $q\cdot v=q\cdot m$. Part (c), applied to the negatives, makes both equal to $q\cdot m$. Hence $y,z\in F$ and $y=v$.

Lean takes the extreme point of $F$ from Mathlib's `extremePoints_nonempty`; `hy'` and `hz'` are the two uses of (c).

```lean
/-- On a nonempty compact stability region, a formation energy `E + q ⬝ᵥ x` linear in the
chemical potentials takes its minimum at an extreme point. -/
theorem exists_extreme_minimiser {a : ι → n → ℝ} {b : ι → ℝ}
    (hK : IsCompact (stabilityRegion a b)) (hne : (stabilityRegion a b).Nonempty)
    (E : ℝ) (q : n → ℝ) :
    ∃ v ∈ (stabilityRegion a b).extremePoints ℝ,
      ∀ y ∈ stabilityRegion a b, E + q ⬝ᵥ v ≤ E + q ⬝ᵥ y := by
  have hc : Continuous fun x : n → ℝ => q ⬝ᵥ x := by
    simp only [dotProduct]
    fun_prop
  obtain ⟨m, hm, hmin⟩ := hK.exists_isMinOn hne hc.continuousOn
  have hmin' : ∀ y ∈ stabilityRegion a b, q ⬝ᵥ m ≤ q ⬝ᵥ y := fun y hy => hmin hy
  -- the minimisers form a compact face, which has an extreme point
  obtain ⟨v, hv⟩ := (hK.inter_right (isClosed_le hc continuous_const)).extremePoints_nonempty
    ⟨m, hm, le_refl (q ⬝ᵥ m)⟩
  rw [mem_extremePoints_iff_left] at hv
  obtain ⟨⟨hvP, hvm⟩, hext⟩ := hv
  have hvm' : q ⬝ᵥ v ≤ q ⬝ᵥ m := hvm
  refine ⟨v, mem_extremePoints_iff_left.mpr ⟨hvP, fun y hy z hz hseg => ?_⟩,
    fun y hy => by linarith [hmin' y hy]⟩
  obtain ⟨s, t, hs, ht, hst, hyz⟩ := id hseg
  have hdot : q ⬝ᵥ v = s * (q ⬝ᵥ y) + t * (q ⬝ᵥ z) := by
    rw [← hyz]
    simp only [dotProduct_add, dotProduct_smul, smul_eq_mul]
  have h1 := neg_le_neg (hmin' y hy)
  have h2 := neg_le_neg (hmin' z hz)
  have hy' := eq_of_mean_reaches_bound hs ht hst h1 h2 (by linarith)
  have hz' := eq_of_mean_reaches_bound ht hs (by linarith) h2 h1 (by linarith)
  exact hext y ⟨hy, (neg_injective hy').le⟩ z ⟨hz, (neg_injective hz').le⟩ hseg

end StabilityPolytope
```

```lean
#print axioms StabilityPolytope.extreme_iff_square_system
#print axioms StabilityPolytope.finite_extremePoints
#print axioms StabilityPolytope.exists_extreme_minimiser
```

```
'StabilityPolytope.extreme_iff_square_system' depends on axioms: [propext, Classical.choice, Quot.sound]
'StabilityPolytope.finite_extremePoints' depends on axioms: [propext, Classical.choice, Quot.sound]
'StabilityPolytope.exists_extreme_minimiser' depends on axioms: [propext, Classical.choice, Quot.sound]
```
